# The E⁻⁴ probability density of the energy Z/r in a uniformly filled ball, and the divergent second moment of c/r²

Let a point be placed uniformly in a ball of radius R > 0 centred on a nucleus, so that its distance r from the centre has density 3r²/R³ on (0, R). For Z > 0 and every E ≥ Z/R, the energy Z/r exceeds E with probability

P(Z/r > E) = (Z/(RE))³,

and Z/r therefore has the probability density 3Z³/(R³E⁴) on E > Z/R. The second moment of this energy is finite. For an energy c/r² with c ≠ 0 it is not: the integral of (c/r²)² r² from ε to R grows without bound as ε → 0+.

Here Z is the nuclear charge in atomic units, and Z/r is the magnitude of the attraction −Z/r. The constant c is the strength of an inverse-square term, such as the r⁻² times Gaussian terms that occur in some effective core potentials. In variational Monte Carlo, a trial function without the electron–nucleus cusp can leave a 1/r term in the local energy; in the present model, with one electron, uniform density and no other energy terms, such a term has finite variance, while an uncancelled 1/r² term has infinite variance.

## Large energies are small radii

A shell of thickness dr has volume 4πr² dr and the ball has volume 4πR³/3, which gives the density 3r²/R³. For 0 ≤ a ≤ R,

P(r < a) = ∫₀ᵃ 3r²/R³ dr = (a/R)³.

Now take E ≥ Z/R. Then E > 0, and for r > 0 the condition Z/r > E is the same as r < Z/E. Since Z/E ≤ R, this radius lies within the ball, and a = Z/E gives

P(Z/r > E) = (Z/(RE))³.

At E = Z/R the probability is one. It stays one for every lower E, because every point inside the ball has Z/r > Z/R. Minus the derivative of the tail is the probability density of the energy:

−d/dE [Z³/(R³E³)] = 3Z³/(R³E⁴) for E > Z/R.

The moments follow from elementary antiderivatives. For 0 < ε < R,

∫_ε^R (c/r²)² r² dr = ∫_ε^R c²/r² dr = c²(1/ε − 1/R),

which tends to infinity as ε → 0+ when c ≠ 0. For the Coulomb energy the weight r² cancels the singularity of the square exactly:

∫₀^R (Z/r)² r² dr = ∫₀^R Z² dr = Z²R.

One power higher, a logarithm remains:

∫_ε^R (Z/r)³ r² dr = Z³ ∫_ε^R dr/r = Z³ ln(R/ε) → ∞.

These integrals carry the weight r², not the probability density. Multiplication by 3/R³ turns them into contributions to expectation values; the mean square of Z/r, for example, is 3Z²/R².

## Radius and energy as measures

The formal development works with measures on the real line.

```lean
import Mathlib

open MeasureTheory Set Filter Topology

namespace NuclearEnergyTails

noncomputable section
```

The radial distribution is Lebesgue measure restricted to the open interval `Ioo 0 R` and weighted by the density. `ENNReal.ofReal` converts the real density into a value in [0, ∞], as a measure requires. The three-dimensional geometry enters only through the factor r²: the radial density is taken as the definition, and is not derived from a uniform measure on a ball in space.

```lean
/-- The radial distribution of a point placed uniformly in a ball of radius `R > 0`:
density `3 r² / R³` on `(0, R)`. -/
def radialLaw (R : ℝ) : Measure ℝ :=
  (volume.restrict (Ioo 0 R)).withDensity fun r => ENNReal.ofReal (3 * r ^ 2 / R ^ 3)
```

The proposed energy distribution is built in the same way on the half-line `Ioi (Z / R)`, the energies above Z/R. Both definitions accept arbitrary real parameters; positivity is assumed in the theorems.

```lean
/-- The energy distribution with density `3 Z³ / (R³ E⁴)` on `E > Z / R`,
for `Z > 0` and `R > 0`. -/
def quarticTailLaw (Z R : ℝ) : Measure ℝ :=
  (volume.restrict (Ioi (Z / R))).withDensity
    fun E => ENNReal.ofReal (3 * Z ^ 3 / (R ^ 3 * E ^ 4))
```

The first lemma is the integral that gives (a/R)³. It holds for every a ≥ 0, although the value is a probability only for a ≤ R. The symbol `∫⁻` denotes the integral of a function with values in [0, ∞]. The proof converts it to an ordinary integral, which is allowed because the density is integrable and nonnegative, and then applies the fundamental theorem of calculus with the antiderivative r³/R³ supplied by `hd`.

```lean
/-- For `R > 0` and `a ≥ 0`, the function `3 r² / R³` integrated over `(0, a)` gives `(a / R)³`. -/
theorem lintegral_radial_density {R a : ℝ} (hR : 0 < R) (ha : 0 ≤ a) :
    ∫⁻ r in Ioo 0 a, ENNReal.ofReal (3 * r ^ 2 / R ^ 3) = ENNReal.ofReal ((a / R) ^ 3) := by
  have hc : Continuous fun r : ℝ => 3 * r ^ 2 / R ^ 3 := by fun_prop
  have hi : IntegrableOn (fun r : ℝ => 3 * r ^ 2 / R ^ 3) (Ioo 0 a) :=
    hc.integrableOn_Icc.mono_set Ioo_subset_Icc_self
  rw [← ofReal_integral_eq_lintegral_ofReal hi
    (Eventually.of_forall fun r => by positivity)]
  congr 1
  rw [← integral_Ioc_eq_integral_Ioo, ← intervalIntegral.integral_of_le ha]
  -- the antiderivative is r³ / R³
  have hd : ∀ x ∈ uIcc 0 a, HasDerivAt (fun r : ℝ => r ^ 3 / R ^ 3) (3 * x ^ 2 / R ^ 3) x := by
    intro x _
    simpa using (hasDerivAt_pow 3 x).div_const (R ^ 3)
  rw [intervalIntegral.integral_eq_sub_of_hasDerivAt hd (hc.intervalIntegrable _ _)]
  simp [div_pow]
```

Setting a = R shows that the radial distribution is normalised.

```lean
/-- The radial distribution has total probability one. -/
theorem radialLaw_univ {R : ℝ} (hR : 0 < R) : radialLaw R univ = 1 := by
  rw [radialLaw, withDensity_apply _ MeasurableSet.univ, Measure.restrict_univ,
    lintegral_radial_density hR hR.le, div_self hR.ne']
  simp
```

## The tail and the full energy distribution

In the next theorem, `{r | E < Z / r}` is the event that the energy exceeds E. The hypothesis `hE` is the condition E ≥ Z/R.

The central step is `hset`: within the ball, this event is the interval from 0 to Z/E. In one direction, multiplying Z/r > E by r and dividing by E gives r < Z/E. In the other, the same inequalities are read backwards, and `hE` is used to show that such an r is also smaller than R. The radial integral then gives the probability.

```lean
/-- For `E ≥ Z / R`, the probability that the Coulomb energy `Z / r` exceeds `E`
is `(Z / (R E))³`. -/
theorem coulomb_tail {Z R E : ℝ} (hZ : 0 < Z) (hR : 0 < R) (hE : Z / R ≤ E) :
    radialLaw R {r | E < Z / r} = ENNReal.ofReal ((Z / (R * E)) ^ 3) := by
  have hE0 : 0 < E := lt_of_lt_of_le (div_pos hZ hR) hE
  have hs : MeasurableSet {r : ℝ | E < Z / r} :=
    measurableSet_lt measurable_const (measurable_const.div measurable_id)
  -- inside the ball, a high energy means a small radius
  have hset : {r : ℝ | E < Z / r} ∩ Ioo 0 R = Ioo 0 (Z / E) := by
    ext r
    constructor
    · rintro ⟨h, h0, _⟩
      have h' : E * r < Z := (lt_div_iff₀ h0).1 h
      exact ⟨h0, (lt_div_iff₀ hE0).2 (by linarith [mul_comm E r])⟩
    · rintro ⟨h0, h⟩
      have h' : r * E < Z := (lt_div_iff₀ hE0).1 h
      have hZR : Z ≤ E * R := (div_le_iff₀ hR).1 hE
      refine ⟨(lt_div_iff₀ h0).2 (by linarith [mul_comm E r]), h0, ?_⟩
      exact lt_of_mul_lt_mul_right (by linarith [mul_comm E R]) hE0.le
  rw [radialLaw, withDensity_apply _ hs, Measure.restrict_restrict hs, hset,
    lintegral_radial_density hR (div_pos hZ hE0).le, div_div, mul_comm E R]
```

For any m > 0, the expression 3Z³/(R³E⁴), which is the probability density of the energy only on E > Z/R, is integrated from m to infinity with the antiderivative −(Z/(RE))³. The proof checks its derivative in `hd`, the sign of the density in `hp`, and its limit 0 at infinity in `ht`. Together these give both integrability and the value (Z/(Rm))³.

```lean
/-- For positive `Z`, `R` and `m`, the function `3 Z³ / (R³ E⁴)` integrated over `E > m` gives `(Z /
(R m))³`. -/
theorem lintegral_quartic_density {Z R m : ℝ} (hZ : 0 < Z) (hR : 0 < R) (hm : 0 < m) :
    ∫⁻ E in Ioi m, ENNReal.ofReal (3 * Z ^ 3 / (R ^ 3 * E ^ 4)) =
      ENNReal.ofReal ((Z / (R * m)) ^ 3) := by
  have hd : ∀ x ∈ Ici m, HasDerivAt (fun E : ℝ => -(Z / (R * E)) ^ 3)
      (3 * Z ^ 3 / (R ^ 3 * x ^ 4)) x := by
    intro x hx
    have hx0 : 0 < x := lt_of_lt_of_le hm hx
    have h := (((hasDerivAt_const x Z).fun_div ((hasDerivAt_id' x).const_mul R)
      (mul_pos hR hx0).ne').fun_pow 3).fun_neg
    refine h.congr_deriv ?_
    norm_num
    field_simp
  have hp : ∀ x ∈ Ioi m, 0 ≤ 3 * Z ^ 3 / (R ^ 3 * x ^ 4) := fun x _ => by positivity
  have ht : Tendsto (fun E : ℝ => -(Z / (R * E)) ^ 3) atTop (𝓝 0) := by
    have h : Tendsto (fun E : ℝ => Z / (R * E)) atTop (𝓝 0) :=
      tendsto_const_nhds.div_atTop (tendsto_id.const_mul_atTop hR)
    simpa using (h.pow 3).neg
  rw [← ofReal_integral_eq_lintegral_ofReal (integrableOn_Ioi_deriv_of_nonneg' hd hp ht)
    (Eventually.of_forall fun x => by positivity),
    integral_Ioi_of_hasDerivAt_of_nonneg' hd hp ht]
  congr 1
  ring
```

The full law is an equality of measures. The left side, `(radialLaw R).map (fun r => Z / r)`, is the distribution of Z/r when r is drawn from the radial law; the right side is the measure with the E⁻⁴ density. The theorem thus fixes the probability of every measurable set of energies, not only of the tails.

The derivation by hand differentiated the tail. The proof instead compares the tails of two probability measures. The statement `key` gives their common value for E ≥ Z/R. Below Z/R, each tail contains the tail at Z/R, which already has probability one, so both equal one. Taking complements gives equal probabilities for all sets (−∞, E], and `Measure.ext_of_Iic` concludes that the measures coincide.

```lean
/-- For a point uniform in a ball of radius `R`, the Coulomb energy `Z / r` is distributed
with density `3 Z³ / (R³ E⁴)` on `E > Z / R`. -/
theorem coulomb_energy_law {Z R : ℝ} (hZ : 0 < Z) (hR : 0 < R) :
    (radialLaw R).map (fun r => Z / r) = quarticTailLaw Z R := by
  have hm : Measurable fun r : ℝ => Z / r := measurable_const.div measurable_id
  have hone : ENNReal.ofReal ((Z / (R * (Z / R))) ^ 3) = 1 := by
    rw [mul_div_cancel₀ Z hR.ne', div_self hZ.ne']
    simp
  have hμ : IsProbabilityMeasure (radialLaw R) := ⟨radialLaw_univ hR⟩
  have hμ' : IsProbabilityMeasure ((radialLaw R).map fun r => Z / r) :=
    Measure.isProbabilityMeasure_map hm.aemeasurable
  have hν : IsProbabilityMeasure (quarticTailLaw Z R) := ⟨by
    rw [quarticTailLaw, withDensity_apply _ MeasurableSet.univ, Measure.restrict_univ,
      lintegral_quartic_density hZ hR (div_pos hZ hR), hone]⟩
  -- the two tails agree above the smallest energy Z / R
  have key : ∀ E, Z / R ≤ E →
      (radialLaw R).map (fun r => Z / r) (Ioi E) = ENNReal.ofReal ((Z / (R * E)) ^ 3) ∧
      quarticTailLaw Z R (Ioi E) = ENNReal.ofReal ((Z / (R * E)) ^ 3) := by
    intro E hE
    constructor
    · rw [Measure.map_apply hm measurableSet_Ioi]
      exact coulomb_tail hZ hR hE
    · rw [quarticTailLaw, withDensity_apply _ measurableSet_Ioi,
        Measure.restrict_restrict measurableSet_Ioi,
        inter_eq_left.2 (Ioi_subset_Ioi hE),
        lintegral_quartic_density hZ hR (lt_of_lt_of_le (div_pos hZ hR) hE)]
  refine Measure.ext_of_Iic _ _ fun E => ?_
  rw [← compl_Ioi, prob_compl_eq_one_sub measurableSet_Ioi,
    prob_compl_eq_one_sub measurableSet_Ioi]
  congr 1
  rcases le_total (Z / R) E with h | h
  · rw [(key E h).1, (key E h).2]
  · -- below Z / R both tails equal one
    have h1 := (key (Z / R) le_rfl).1.trans hone
    have h2 := (key (Z / R) le_rfl).2.trans hone
    rw [le_antisymm prob_le_one (h1.symm.le.trans (measure_mono (Ioi_subset_Ioi h))),
      le_antisymm prob_le_one (h2.symm.le.trans (measure_mono (Ioi_subset_Ioi h)))]
```

## Moments down to the nucleus

The inverse-square integral is first evaluated with a cutoff. The theorem allows any real c and any positive ε and R. It does not require ε < R, since the interval integral changes sign when its limits are exchanged. All points between ε and R are positive, so −c²/r is a valid antiderivative throughout.

```lean
/-- The square of an inverse-square energy `c / r²`, integrated with weight `r²` from a cutoff
`ε` to `R`, equals `c² (1/ε - 1/R)`. -/
theorem inverse_square_cutoff (c : ℝ) {ε R : ℝ} (hε : 0 < ε) (hR : 0 < R) :
    ∫ r in ε..R, (c / r ^ 2) ^ 2 * r ^ 2 = c ^ 2 * (1 / ε - 1 / R) := by
  have hpos : ∀ x ∈ uIcc ε R, 0 < x := fun x hx => lt_of_lt_of_le (lt_min hε hR) hx.1
  have hd : ∀ x ∈ uIcc ε R,
      HasDerivAt (fun r : ℝ => -c ^ 2 * r⁻¹) ((c / x ^ 2) ^ 2 * x ^ 2) x := by
    intro x hx
    have hx0 := hpos x hx
    refine ((hasDerivAt_inv hx0.ne').const_mul (-c ^ 2)).congr_deriv ?_
    field_simp
  rw [intervalIntegral.integral_eq_sub_of_hasDerivAt hd
    (ContinuousOn.intervalIntegrable fun x hx => ContinuousAt.continuousWithinAt (by
      have hx0 := hpos x hx
      fun_prop (disch := positivity)))]
  ring
```

The divergence is stated as a limit: `𝓝[>] 0` means that ε approaches zero through positive values, and `atTop` that the integral exceeds every bound. The cutoff matters, because Lean assigns the value 0 to an ordinary integral that does not converge. The proof takes the limit of the closed form, where c ≠ 0 makes the prefactor c² positive, and transfers it to the integral through the preceding theorem.

```lean
/-- For `c ≠ 0`, the integral of `(c / r²)² r²` from `ε` to `R` diverges as `ε → 0+`. -/
theorem inverse_square_diverges {c R : ℝ} (hc : c ≠ 0) (hR : 0 < R) :
    Tendsto (fun ε => ∫ r in ε..R, (c / r ^ 2) ^ 2 * r ^ 2) (𝓝[>] 0) atTop := by
  have h : Tendsto (fun ε : ℝ => c ^ 2 * (ε⁻¹ + -R⁻¹)) (𝓝[>] 0) atTop :=
    (tendsto_atTop_add_const_right _ (-R⁻¹) tendsto_inv_nhdsGT_zero).const_mul_atTop
      (by positivity)
  refine h.congr' ?_
  filter_upwards [self_mem_nhdsWithin] with ε hε
  rw [inverse_square_cutoff c hε hR]
  ring
```

The Coulomb second moment needs no cutoff. The integrand equals Z² everywhere except possibly at r = 0, and the half-open interval used for the integral excludes that point. The result holds for every real Z.

```lean
/-- The square of the Coulomb energy `Z / r`, integrated with weight `r²` over the whole
range from `0` to `R`, equals `Z² R`. -/
theorem coulomb_second_moment (Z : ℝ) {R : ℝ} (hR : 0 < R) :
    ∫ r in (0 : ℝ)..R, (Z / r) ^ 2 * r ^ 2 = Z ^ 2 * R := by
  have h : ∫ r in (0 : ℝ)..R, (Z / r) ^ 2 * r ^ 2 = ∫ _r in (0 : ℝ)..R, Z ^ 2 := by
    refine intervalIntegral.integral_congr_ae (Eventually.of_forall fun r hr => ?_)
    rw [uIoc_of_le hR.le] at hr
    have hr0 : r ≠ 0 := hr.1.ne'
    field_simp
  rw [h, intervalIntegral.integral_const, smul_eq_mul]
  ring
```

For the third moment the integrand reduces to Z³/r. Its antiderivative Z³ ln r gives Z³(−ln ε + ln R), the form whose limit is taken in `h`. The proof then shows that the integral has this value for every positive ε.

```lean
/-- For `Z > 0`, the cube of the Coulomb energy `Z / r`, integrated with weight `r²` from `ε`
to `R`, diverges as `ε → 0+`. -/
theorem coulomb_third_moment_diverges {Z R : ℝ} (hZ : 0 < Z) (hR : 0 < R) :
    Tendsto (fun ε => ∫ r in ε..R, (Z / r) ^ 3 * r ^ 2) (𝓝[>] 0) atTop := by
  have h : Tendsto (fun ε : ℝ => Z ^ 3 * (-Real.log ε + Real.log R)) (𝓝[>] 0) atTop :=
    (tendsto_atTop_add_const_right _ (Real.log R)
      (tendsto_neg_atBot_atTop.comp Real.tendsto_log_nhdsGT_zero)).const_mul_atTop
      (by positivity)
  refine h.congr' ?_
  filter_upwards [self_mem_nhdsWithin] with ε hε
  have hpos : ∀ x ∈ uIcc ε R, 0 < x := fun x hx => lt_of_lt_of_le (lt_min hε hR) hx.1
  -- the integrand is Z³ / r, with a logarithm as antiderivative
  have hd : ∀ x ∈ uIcc ε R,
      HasDerivAt (fun r : ℝ => Z ^ 3 * Real.log r) ((Z / x) ^ 3 * x ^ 2) x := by
    intro x hx
    have hx0 := hpos x hx
    refine ((Real.hasDerivAt_log hx0.ne').const_mul (Z ^ 3)).congr_deriv ?_
    field_simp
  rw [intervalIntegral.integral_eq_sub_of_hasDerivAt hd
    (ContinuousOn.intervalIntegrable fun x hx => ContinuousAt.continuousWithinAt (by
      have hx0 := hpos x hx
      fun_prop (disch := positivity)))]
  ring

end

end NuclearEnergyTails
```

```lean
#print axioms NuclearEnergyTails.coulomb_energy_law
#print axioms NuclearEnergyTails.inverse_square_diverges
#print axioms NuclearEnergyTails.coulomb_second_moment
#print axioms NuclearEnergyTails.coulomb_third_moment_diverges
```

```
'NuclearEnergyTails.coulomb_energy_law' depends on axioms: [propext, Classical.choice, Quot.sound]
'NuclearEnergyTails.inverse_square_diverges' depends on axioms: [propext, Classical.choice, Quot.sound]
'NuclearEnergyTails.coulomb_second_moment' depends on axioms: [propext, Classical.choice, Quot.sound]
'NuclearEnergyTails.coulomb_third_moment_diverges' depends on axioms: [propext, Classical.choice, Quot.sound]
```

## The corresponding tail for c/r²

The change from energy to radius also works by hand for the inverse-square energy. Let c > 0 and E ≥ c/R². Then c/r² > E means r < √(c/E), a radius no larger than R, and hence

P(c/r² > E) = (√(c/E)/R)³ = c^(3/2)/(R³E^(3/2)).

Differentiation gives the density (3/2)c^(3/2)/(R³E^(5/2)) on E > c/R². This law is derived here by hand only. It shows the divergence from the energy side: multiplied by E², the density falls off only as E^(−1/2), whose integral to infinity diverges. For the Coulomb law the same product falls off as E⁻², and the integral converges.
